# Stability of a smooth thermodynamic potential G(T,h) implies G_Th² ≤ G_TT G_hh

Let G be a real function of temperature T and field h, twice continuously differentiable at a state p. Stability at p is taken to mean that the Hessian of G there is negative semidefinite, and nothing is assumed about a microscopic model. The theorem `mixed_sq_le` says that the square of the mixed derivative G_Th at p is then at most the product G_TT G_hh. The attempt applies stability to the direction (x, 1) for every real x, which gives a quadratic in x that is never negative, so its discriminant cannot be positive. The symmetry of the mixed derivatives is used to collect the two cross terms.

The failing Lean file:

```lean
import Mathlib

open Filter Topology

namespace MixedSqLe

noncomputable section

/-- The Hessian of a thermodynamic potential `G(T,h)` at the state `p = (T,h)`,
evaluated on two directions `u` and `v`. -/
def hess (G : ℝ × ℝ → ℝ) (p u v : ℝ × ℝ) : ℝ := fderiv ℝ (fderiv ℝ G) p u v

/-- The second temperature derivative `G_TT`. -/
def GTT (G : ℝ × ℝ → ℝ) (p : ℝ × ℝ) : ℝ := hess G p (1, 0) (1, 0)

/-- The mixed derivative `G_Th` in temperature and field. -/
def GTh (G : ℝ × ℝ → ℝ) (p : ℝ × ℝ) : ℝ := hess G p (1, 0) (0, 1)

/-- The second field derivative `G_hh`. -/
def Ghh (G : ℝ × ℝ → ℝ) (p : ℝ × ℝ) : ℝ := hess G p (0, 1) (0, 1)

/-- Thermodynamic stability at `p`: the Hessian of `G` is negative semidefinite. -/
def Stable (G : ℝ × ℝ → ℝ) (p : ℝ × ℝ) : Prop := ∀ u, hess G p u u ≤ 0

/-- At a stable state where `G` is twice continuously differentiable,
`G_Th ^ 2 ≤ G_TT * G_hh`. -/
theorem mixed_sq_le {G : ℝ × ℝ → ℝ} {p : ℝ × ℝ}
    (hC : ContDiffAt ℝ 2 G p) (hS : Stable G p) :
    GTh G p ^ 2 ≤ GTT G p * Ghh G p := by
  -- equality of the mixed derivatives
  have hsym : hess G p (0, 1) (1, 0) = hess G p (1, 0) (0, 1) :=
    (hC.isSymmSndFDerivAt (by simp)).eq (0, 1) (1, 0)
  have hq : ∀ x : ℝ, 0 ≤ (-GTT G p) * (x * x) + (-2 * GTh G p) * x + (-Ghh G p) := by
    intro x
    have h := hS (x • ((1, 0) : ℝ × ℝ) + (0, 1))
    have e : hess G p (x • ((1, 0) : ℝ × ℝ) + (0, 1)) (x • ((1, 0) : ℝ × ℝ) + (0, 1))
        = x * (x * hess G p (1, 0) (1, 0)) + x * hess G p (1, 0) (0, 1)
          + (x * hess G p (0, 1) (1, 0) + hess G p (0, 1) (0, 1)) := by
      unfold hess
      rw [map_add, map_smul, ContinuousLinearMap.add_apply, ContinuousLinearMap.smul_apply,
        map_add, map_add, map_smul, map_smul]
      simp only [smul_eq_mul]
      ring
    rw [e, hsym] at h
    unfold GTT GTh Ghh
    linarith
  -- a quadratic without sign change has nonpositive discriminant
  have hd := discrim_le_zero hq
  unfold discrim at hd
  linarith

end

end MixedSqLe
```

Messages:

```
Main.lean:40:29: warning: `ContinuousLinearMap.add_apply` has been deprecated: Use `add_apply` instead

Note: The updated constant is in a different namespace. Dot notation may need to be changed (e.g., from `x.add_apply` to `add_apply x`).
Main.lean:40:29: error: Tactic `rewrite` failed: Did not find an occurrence of the pattern
  (?f + ?g) ?x
in the target expression
  x • ((fderiv ℝ (fderiv ℝ G) p) (x • (1, 0) + (0, 1))) (1, 0) +
      ((fderiv ℝ (fderiv ℝ G) p) (x • (1, 0) + (0, 1))) (0, 1) =
    x * (x * ((fderiv ℝ (fderiv ℝ G) p) (1, 0)) (1, 0)) + x * ((fderiv ℝ (fderiv ℝ G) p) (1, 0)) (0, 1) +
      (x * ((fderiv ℝ (fderiv ℝ G) p) (0, 1)) (1, 0) + ((fderiv ℝ (fderiv ℝ G) p) (0, 1)) (0, 1))

G : ℝ × ℝ → ℝ
p : ℝ × ℝ
hC : ContDiffAt ℝ 2 G p
hS : Stable G p
hsym : hess G p (0, 1) (1, 0) = hess G p (1, 0) (0, 1)
x : ℝ
h : hess G p (x • (1, 0) + (0, 1)) (x • (1, 0) + (0, 1)) ≤ 0
⊢ x • ((fderiv ℝ (fderiv ℝ G) p) (x • (1, 0) + (0, 1))) (1, 0) +
      ((fderiv ℝ (fderiv ℝ G) p) (x • (1, 0) + (0, 1))) (0, 1) =
    x * (x * ((fderiv ℝ (fderiv ℝ G) p) (1, 0)) (1, 0)) + x * ((fderiv ℝ (fderiv ℝ G) p) (1, 0)) (0, 1) +
      (x * ((fderiv ℝ (fderiv ℝ G) p) (0, 1)) (1, 0) + ((fderiv ℝ (fderiv ℝ G) p) (0, 1)) (0, 1))
```

Cause. The error arises in expanding the Hessian, which takes the direction `x • (1, 0) + (0, 1)` in both slots. The first `map_add` and `map_smul` in the `rw` acted on the second slot, as the printed goal shows. The first slot still holds the unexpanded sum, inside the argument of `fderiv ℝ (fderiv ℝ G) p`. So there is no sum of linear maps applied to a vector, the pattern `(?f + ?g) ?x` that `ContinuousLinearMap.add_apply` needs, and `rw` fails.

The repair unfolds `hess` in `h` and expands `h` by `simp only`, which uses the same kinds of rule wherever they fit and as often as needed, so both slots are opened whatever the order. The separate identity `e` is then not needed. Unfolding `hess` in `hsym` too lets `rw [hsym] at h` match the expanded terms, and unfolding the goal down to `fderiv` gives `linarith` the same terms on both sides.

The warning only says that `ContinuousLinearMap.add_apply` is deprecated in favour of `add_apply`. The repair adopts the new name, but the old one did not cause the error.

The repair, with which the file compiles:

```diff
@@ -34,14 +34,9 @@
     intro x
     have h := hS (x • ((1, 0) : ℝ × ℝ) + (0, 1))
-    have e : hess G p (x • ((1, 0) : ℝ × ℝ) + (0, 1)) (x • ((1, 0) : ℝ × ℝ) + (0, 1))
-        = x * (x * hess G p (1, 0) (1, 0)) + x * hess G p (1, 0) (0, 1)
-          + (x * hess G p (0, 1) (1, 0) + hess G p (0, 1) (0, 1)) := by
-      unfold hess
-      rw [map_add, map_smul, ContinuousLinearMap.add_apply, ContinuousLinearMap.smul_apply,
-        map_add, map_add, map_smul, map_smul]
-      simp only [smul_eq_mul]
-      ring
-    rw [e, hsym] at h
-    unfold GTT GTh Ghh
+    simp only [hess] at h hsym
+    simp only [map_add, map_smul, add_apply, smul_apply,
+      smul_eq_mul] at h
+    rw [hsym] at h
+    simp only [GTT, GTh, Ghh, hess]
     linarith
   -- a quadratic without sign change has nonpositive discriminant
```
